# An entrywise mask preserves the occupation bounds and trace of every real density matrix exactly when it is positive semidefinite with unit diagonal

Let $P$ be a real one-particle density matrix in a finite orthonormal basis of spin orbitals, with one row and one column per basis function, or site. Its eigenvalues are the occupation numbers of spin orbitals, and its trace is the number of electrons. For a closed-shell matrix summed over spin, whose occupations reach 2, the results apply to $P/2$. A mask is a real matrix $M$ of the same size that acts entry by entry, $R_{ij}=M_{ij}P_{ij}$. Some linear-scaling electronic-structure methods discard distant entries of $P$; the theorems below treat the case of one fixed mask applied to one global real matrix.

A real matrix $A$ is positive semidefinite when it is symmetric and $x^TAx\ge 0$ for every vector $x$. Lean's `PosSemidef` likewise includes the symmetry.

## Density matrices, masks and fragments

```lean
import Mathlib

open Matrix
open scoped Kronecker

namespace DensityMatrixMask

noncomputable section

variable {n ι : Type*} [Fintype n] [DecidableEq n] [Fintype ι]
```

The type `n` is the finite set of sites, and `ι` is a finite set of labels for fragments. `Matrix n n ℝ` is the type of real square matrices indexed by sites.

```lean
/-- A real one-particle density matrix in an orthonormal basis is admissible when
both `P` and `1 - P` are positive semidefinite. -/
def IsAdmissible (P : Matrix n n ℝ) : Prop :=
  P.PosSemidef ∧ (1 - P).PosSemidef
```

`IsAdmissible P` says that $P$ and $1-P$ are both positive semidefinite. The first condition keeps the occupations from falling below 0, and the second keeps them from exceeding 1, as the Pauli principle requires. The electron number is not fixed, and fractional occupations are allowed.

```lean
/-- The masked density matrix, with entries `M i j * P i j`. -/
def mask (M P : Matrix n n ℝ) : Matrix n n ℝ :=
  Matrix.of fun i j => M i j * P i j
```

`mask M P` is the matrix $R$ with $R_{ij}=M_{ij}P_{ij}$. It is not the matrix product, which Lean writes `M * P`.

```lean
/-- The mask built from fragment weights `w a i`, with entries `∑ a, w a i * w a j`. -/
def fragmentMask (w : ι → n → ℝ) : Matrix n n ℝ :=
  Matrix.of fun i j => ∑ a, w a i * w a j
```

Each fragment $a$ gives site $i$ a real weight $w_{ai}$, and the resulting mask is $M_{ij}=\sum_a w_{ai}w_{aj}$. If no fragment has nonzero weight on both $i$ and $j$, then $M_{ij}=0$.

```lean
/-- The matrix on a nonempty set of sites whose entries all equal one over the
number of sites. -/
def uniformProjector (n : Type*) [Fintype n] : Matrix n n ℝ :=
  Matrix.of fun _ _ => (Fintype.card n : ℝ)⁻¹
```

For $N\ge 1$ sites this matrix has $U_{ij}=1/N$ everywhere. It is the projector onto the normalised orbital with amplitude $1/\sqrt N$ on every site.

## Trace and occupation bounds under a mask

```lean
omit [DecidableEq n] in
/-- A mask with unit diagonal leaves the trace of the density matrix unchanged. -/
theorem trace_mask (M P : Matrix n n ℝ) (hd : ∀ i, M i i = 1) :
    (mask M P).trace = P.trace := by
  simp [Matrix.trace, mask, hd]
```

The hypothesis `hd` says that $M_{ii}=1$ for every $i$, so the mask leaves the site populations alone. Then
$$\operatorname{tr}R=\sum_i M_{ii}P_{ii}=\sum_i P_{ii}=\operatorname{tr}P .$$
The tactic `simp` unfolds the definitions and makes this substitution.

```lean
omit [DecidableEq n] in
/-- The entrywise product of two positive semidefinite matrices is positive
semidefinite (Schur product theorem). -/
theorem mask_posSemidef {M P : Matrix n n ℝ} (hM : M.PosSemidef) (hP : P.PosSemidef) :
    (mask M P).PosSemidef := by
  -- the entrywise product is the block of the Kronecker product on the pairs (i, i)
  have h := (hM.kronecker hP).submatrix (fun i : n => (i, i))
  exact h
```

This is the Schur product theorem in its semidefinite form, for real matrices. The Kronecker product has entries $(M\otimes P)_{(i,k),(j,l)}=M_{ij}P_{kl}$. Writing $M=A^TA$ and $P=B^TB$ gives $M\otimes P=(A\otimes B)^T(A\otimes B)$, which is positive semidefinite. For any vector $x$, put $X_{(i,k)}=x_i\delta_{ik}$. Then
$$x^TRx=\sum_{i,j}x_iM_{ij}P_{ij}x_j=X^T(M\otimes P)X\ge 0 ,$$
and $R$ is symmetric because $M$ and $P$ are.

In Lean, `hM.kronecker hP` supplies the positivity of the large matrix, and `submatrix` restricts it to the index pairs $(i,i)$. The restricted matrix is `mask M P` by definition, so `exact h` finishes.

```lean
/-- Masking with a positive semidefinite mask of unit diagonal keeps a density matrix
admissible and preserves its trace. -/
theorem mask_admissible {M P : Matrix n n ℝ} (hM : M.PosSemidef) (hd : ∀ i, M i i = 1)
    (hP : IsAdmissible P) :
    IsAdmissible (mask M P) ∧ (mask M P).trace = P.trace := by
  -- the unit diagonal lets the mask pass to the hole density matrix
  have hole : 1 - mask M P = mask M (1 - P) := by
    ext i j
    by_cases hij : i = j
    · subst hij
      simp [mask, hd]
    · simp [mask, Matrix.one_apply_ne hij]
  refine ⟨⟨mask_posSemidef hM hP.1, ?_⟩, trace_mask M P hd⟩
  rw [hole]
  exact mask_posSemidef hM hP.2
```

The conclusion has two parts joined by `∧`, "and": $R$ is admissible, and its trace is that of $P$. The lower bound on the occupations is the previous theorem. The upper bound follows from the identity called `hole` in the proof,
$$1-R=M\circ(1-P),$$
where $\circ$ denotes the entrywise product. On the diagonal both sides equal $1-P_{ii}$, because $M_{ii}=1$. Off the diagonal both equal $-M_{ij}P_{ij}$. Since $1-P$ is positive semidefinite, so is its masked version.

The Lean proof compares entries with `ext i j` and separates the two cases with `by_cases`. It then applies `mask_posSemidef` twice, to $P$ and to $1-P$.

The theorem controls the occupations and the electron number. It doesn't say that the energy or the idempotency of $P$ survives. A non-orthogonal basis, where the overlap matrix enters these conditions, is not covered, nor are complex matrices.

## Projectors as test states

```lean
/-- Every symmetric idempotent matrix is an admissible density matrix. -/
theorem projector_admissible {P : Matrix n n ℝ} (hs : Pᵀ = P) (hi : P * P = P) :
    IsAdmissible P := by
  have key : ∀ Q : Matrix n n ℝ, Qᵀ = Q → Q * Q = Q → Q.PosSemidef := by
    intro Q hQ hQQ
    have h := Matrix.posSemidef_conjTranspose_mul_self Q
    rwa [Matrix.conjTranspose_eq_transpose_of_trivial, hQ, hQQ] at h
  refine ⟨key P hs hi, key (1 - P) ?_ ?_⟩
  · rw [Matrix.transpose_sub, Matrix.transpose_one, hs]
  · have h : (1 - P) * (1 - P) = 1 - P - P + P * P := by noncomm_ring
    rw [h, hi]
    abel
```

A symmetric idempotent matrix describes a single determinant, with every occupation 0 or 1. If $Q^T=Q$ and $Q^2=Q$, then $Q=Q^TQ$, so $x^TQx=\|Qx\|^2\ge 0$. This is the intermediate claim `key`. It applies to $P$ directly, and also to $1-P$, which is symmetric and satisfies
$$(1-P)^2=1-P-P+P^2=1-P .$$

```lean
/-- On a nonempty set of sites the uniform projector is an admissible density matrix. -/
theorem uniformProjector_admissible [Nonempty n] : IsAdmissible (uniformProjector n) := by
  have hc : (Fintype.card n : ℝ) ≠ 0 := Nat.cast_ne_zero.mpr Fintype.card_ne_zero
  refine projector_admissible rfl ?_
  ext i j
  simp [uniformProjector, Matrix.mul_apply, hc]
```

The uniform projector is symmetric, and
$$(U^2)_{ij}=\sum_k\frac1N\cdot\frac1N=\frac1N=U_{ij}.$$
The preceding theorem therefore makes it admissible. The assumption `[Nonempty n]` ensures $N\neq 0$.

## The masks that work for every density matrix

```lean
/-- A mask keeps every admissible density matrix admissible with the same trace exactly
when it is positive semidefinite with unit diagonal. -/
theorem mask_preserves_iff (M : Matrix n n ℝ) :
    (∀ P, IsAdmissible P → IsAdmissible (mask M P) ∧ (mask M P).trace = P.trace) ↔
      M.PosSemidef ∧ ∀ i, M i i = 1 := by
  constructor
  · intro H
    constructor
    · rcases isEmpty_or_nonempty n with hn | hn
      · have h0 : M = 0 := by
          ext i j
          exact isEmptyElim i
        rw [h0]
        exact Matrix.PosSemidef.zero
      · -- the uniform projector returns the mask up to a positive factor
        have hc : (Fintype.card n : ℝ) ≠ 0 := Nat.cast_ne_zero.mpr Fintype.card_ne_zero
        have h := (H _ uniformProjector_admissible).1.1
        have hM : M = (Fintype.card n : ℝ) • mask M (uniformProjector n) := by
          ext i j
          simp only [mask, uniformProjector, Matrix.smul_apply, Matrix.of_apply, smul_eq_mul]
          field_simp
        rw [hM]
        exact h.smul (Nat.cast_nonneg _)
    · -- the projector onto one site reads off one diagonal entry
      intro i
      have hP : IsAdmissible (Matrix.single i i (1 : ℝ)) :=
        projector_admissible (by simp) (by simp)
      have h := (H _ hP).2
      simpa [Matrix.trace, mask, Matrix.single_apply] using h
  · rintro ⟨hM, hd⟩ P hP
    exact mask_admissible hM hd hP
```

The symbol `↔` means "if and only if". On its left stands the requirement that every admissible $P$ stay admissible with the same trace; on its right stand the two conditions on $M$. From right to left, this is `mask_admissible`. From left to right, two kinds of test state suffice: the uniform projector, and the projector onto each single site.

- **Positivity.** Masking the uniform projector gives $M\circ U=M/N$. By assumption this is positive semidefinite, and so is $M=N\,(M\circ U)$. The symmetry of $M$ comes out as well; it was not assumed.
- **Unit diagonal.** Let $E$ be the projector onto site $i$, written `Matrix.single i i (1 : ℝ)`. Its trace is 1 and its masked trace is $M_{ii}$, so trace preservation forces $M_{ii}=1$.

In the proof, `H` is the assumption about all admissible matrices, and `H _ uniformProjector_admissible` applies it to $U$. An empty set of sites is treated separately, since it has no uniform orbital; there $M$ is trivially the zero matrix.

The equivalence concerns masks that must serve all admissible matrices. A particular $P$ may tolerate other masks: a diagonal $P$, for example, is unchanged by any mask with unit diagonal.

## Fragment weights and a sharp cutoff

```lean
omit [DecidableEq n] in
/-- Fragment weights whose squares sum to one on every site give a positive semidefinite
mask with unit diagonal. -/
theorem fragmentMask_valid (w : ι → n → ℝ) (hw : ∀ i, ∑ a, w a i ^ 2 = 1) :
    (fragmentMask w).PosSemidef ∧ ∀ i, fragmentMask w i i = 1 := by
  constructor
  · have h := Matrix.posSemidef_conjTranspose_mul_self (Matrix.of w)
    convert h using 1
    ext i j
    simp [fragmentMask, Matrix.mul_apply]
  · intro i
    rw [← hw i]
    simp [fragmentMask, pow_two]
```

The hypothesis `hw` reads $\sum_a w_{ai}^2=1$ for every site $i$. Physically, the fragment contributions $w_{ai}P_{ii}w_{ai}$ then add up to the full population $P_{ii}$, with nothing counted twice in the overlaps. It is the squares of the weights that sum to one.

With $W$ the matrix of entries $w_{ai}$, the mask is $W^TW$, hence positive semidefinite, and its diagonal entries are $\sum_a w_{ai}^2=1$. The two bullets of the Lean proof are these two observations. Together with `mask_admissible`, they show that such a mask keeps every admissible $P$ admissible with the same trace. All fragments here share one global $P$; separately computed fragment density matrices are not treated.

```lean
/-- On a chain of three sites, the sharp cutoff that keeps only diagonal and nearest-neighbour
entries turns the admissible uniform projector into a matrix that is not positive semidefinite. -/
theorem sharp_cutoff_fails :
    IsAdmissible (uniformProjector (Fin 3)) ∧
      ¬ (mask !![1, 1, 0; 1, 1, 1; 0, 1, 1] (uniformProjector (Fin 3))).PosSemidef := by
  refine ⟨uniformProjector_admissible, fun h => ?_⟩
  -- the trial vector (2, -3, 2) has a negative expectation value
  have h2 := h.dotProduct_mulVec_nonneg ![2, -3, 2]
  norm_num [mask, uniformProjector, dotProduct, Matrix.mulVec, Fin.sum_univ_succ] at h2
```

The expression `!![1, 1, 0; 1, 1, 1; 0, 1, 1]` is a mask on three sites that keeps nearest neighbours and deletes the entries between the two ends. It is symmetric with unit diagonal, but it turns the uniform projector into
$$R=\frac13\begin{pmatrix}1&1&0\\1&1&1\\0&1&1\end{pmatrix}.$$
For $x=(2,-3,2)$ one finds $3Rx=(-1,1,-1)$, so $x^TRx=-7/3$. Dividing by $x^Tx=17$ gives the expectation value $-7/51$ in the normalised orbital. At least one occupation of $R$ is therefore negative.

The Lean proof assumes positivity as `h`, deduces that $x^TRx$ is nonnegative, and lets `norm_num` do the arithmetic that contradicts it.

## Loss of idempotency

```lean
omit [DecidableEq n] in
/-- For a symmetric projector `P` and a symmetric mask of unit diagonal, the trace of
`R - R * R` for the masked matrix `R` is the sum of `(1 - M i j ^ 2) * P i j ^ 2`. -/
theorem idempotency_error {M P : Matrix n n ℝ} (hM : Mᵀ = M) (hd : ∀ i, M i i = 1)
    (hs : Pᵀ = P) (hi : P * P = P) :
    (mask M P - mask M P * mask M P).trace =
      ∑ i, ∑ j, (1 - M i j ^ 2) * P i j ^ 2 := by
  have hMs : ∀ i j, M j i = M i j := fun i j => congrFun (congrFun hM i) j
  have hPs : ∀ i j, P j i = P i j := fun i j => congrFun (congrFun hs i) j
  have h1 : P.trace = ∑ i, ∑ j, P i j ^ 2 := by
    calc P.trace = (P * P).trace := by rw [hi]
      _ = ∑ i, ∑ j, P i j ^ 2 := by
        simp only [Matrix.trace, Matrix.diag_apply, Matrix.mul_apply]
        refine Finset.sum_congr rfl fun i _ => Finset.sum_congr rfl fun j _ => ?_
        rw [hPs i j]
        ring
  have h2 : (mask M P * mask M P).trace = ∑ i, ∑ j, M i j ^ 2 * P i j ^ 2 := by
    simp only [Matrix.trace, Matrix.diag_apply, Matrix.mul_apply, mask, Matrix.of_apply]
    refine Finset.sum_congr rfl fun i _ => Finset.sum_congr rfl fun j _ => ?_
    rw [hPs i j, hMs i j]
    ring
  rw [Matrix.trace_sub, trace_mask M P hd, h1, h2]
  simp only [← Finset.sum_sub_distrib]
  refine Finset.sum_congr rfl fun i _ => Finset.sum_congr rfl fun j _ => ?_
  ring

end

end DensityMatrixMask
```

Here $P$ is a symmetric projector and $M$ is symmetric with unit diagonal; $M$ need not be positive semidefinite. Idempotency and symmetry of $P$ give
$$\operatorname{tr}P=\operatorname{tr}P^2=\sum_{i,j}P_{ij}P_{ji}=\sum_{i,j}P_{ij}^2,$$
which is `h1`. Symmetry of both matrices gives `h2`,
$$\operatorname{tr}R^2=\sum_{i,j}M_{ij}^2P_{ij}^2 .$$
Since $\operatorname{tr}R=\operatorname{tr}P$, subtraction yields
$$\operatorname{tr}(R-R^2)=\sum_{i,j}(1-M_{ij}^2)P_{ij}^2 .$$
In terms of the occupations $f_k$ of $R$, the left side is $\sum_k f_k(1-f_k)$. Each entry of $P$ thus contributes its square times $1-M_{ij}^2$, a factor that vanishes when the mask keeps the entry or only flips its sign. If $M$ is also positive semidefinite, every $f_k$ lies between 0 and 1, so the sum is zero only when $R$ is idempotent. Without that condition, terms of opposite sign can cancel: flipping the sign of $P_{23}$ and $P_{32}$ in the uniform projector on three sites gives the occupations $2/3$, $2/3$ and $-1/3$, for which the sum is zero although $R$ is not idempotent.

```lean
#print axioms DensityMatrixMask.mask_preserves_iff
-- 'DensityMatrixMask.mask_preserves_iff' depends on axioms: [propext, Classical.choice, Quot.sound]
#print axioms DensityMatrixMask.fragmentMask_valid
-- 'DensityMatrixMask.fragmentMask_valid' depends on axioms: [propext, Classical.choice, Quot.sound]
#print axioms DensityMatrixMask.sharp_cutoff_fails
-- 'DensityMatrixMask.sharp_cutoff_fails' depends on axioms: [propext, Classical.choice, Quot.sound]
#print axioms DensityMatrixMask.idempotency_error
-- 'DensityMatrixMask.idempotency_error' depends on axioms: [propext, Classical.choice, Quot.sound]
```
